# Slater's transition state on a finite grid: core removal energy and the error of the half-occupation eigenvalue

## Grid, occupations and orbital path

Let \(x\) run over a finite grid (`X`) and \(i\) over orbital labels (`ι`). Orbital \(c\), the core orbital, holds \(f\in[0,1]\) electrons; every other occupation \(n_i\) is fixed. Orbitals \(\phi_i\) are real, with inner product \(\langle a,b\rangle=\sum_x a(x)b(x)\), so the square root of the grid volume element is absorbed into them and \(\rho(x)\) below is the number of electrons in the grid cell of \(x\). With \(T\) the real symmetric matrix of the kinetic energy and \(F\) the density functional that collects the external, Hartree and exchange-correlation energies,

\[
\rho(x)=\sum_i n_i\phi_i(x)^2,\qquad
E(f)=\sum_i n_i\langle\phi_i,T\phi_i\rangle+F(\rho).
\]

`IsPotential F v` says that \(v\) is the continuous gradient of \(F\); physically, it is the local effective potential consistent with the energy functional. `IsKohnShamPath` assumes that the orbitals are normalised, continuous on \([0,1]\), differentiable inside, and satisfy at every \(f\)

\[
T\phi_i+v(\rho)\phi_i=\varepsilon_i\phi_i .
\]

The proofs do not use mutual orthogonality, which occupied orbitals of the same spin must also have in a physical Kohn-Sham state. A core level with two electrons enters as two labels, one for each spin, and only the occupation of \(c\) changes.

## One eigenvalue in place of two total energies

Along such a path, \(dE/df=\varepsilon_c(f)\) for \(0<f<1\), and

\[
E(0)-E(1)=-\int_0^1\varepsilon_c(f)\,df .
\]

If \(\varepsilon_c\) is twice differentiable inside the interval with \(|\varepsilon_c''|\le M\), then

\[
\left|E(0)-E(1)+\varepsilon_c(1/2)\right|\le \frac{M}{24}.
\]

A core binding energy can thus be estimated from one half-occupation run; the bound limits the error of that estimate within the model, for a finite grid and a smooth self-consistent path. The derivative identity also gives a consistency check: finite differences of the total energy should approach the core eigenvalue.

## From orbital response to the midpoint error

Write \(\delta_i=d\phi_i/df\) and \(n_i'=dn_i/df\), which is 1 for \(i=c\) and 0 otherwise. By the chain rule and the symmetry of \(T\),

\[
\frac{dE}{df}=\sum_i\Big[n_i'\langle\phi_i,(T+v)\phi_i\rangle
+2n_i\langle\delta_i,(T+v)\phi_i\rangle\Big].
\]

The Kohn-Sham equation turns this into \(\sum_i[n_i'\varepsilon_i+2n_i\varepsilon_i\langle\delta_i,\phi_i\rangle]\). Differentiating \(\langle\phi_i,\phi_i\rangle=1\) gives \(\langle\delta_i,\phi_i\rangle=0\), leaving \(\varepsilon_c\).

Since \(\varepsilon_c=\langle\phi_c,(T+v)\phi_c\rangle\) is continuous on \([0,1]\), as is \(E\), integration gives the removal energy.

For the bound, set \(g=\varepsilon_c\). The function \(g(s)+Ms^2/2\) is convex, so comparing \(s\) and \(1-s\) with their midpoint gives

\[
g(1/2)-\frac M2\left(s-\frac12\right)^2\le\frac{g(s)+g(1-s)}2 .
\]

Integrating, with \(\int_0^1(s-1/2)^2ds=1/12\), yields \(g(1/2)-M/24\le\int_0^1g\). The same argument for \(-g\) gives the other side.

If \(\varepsilon_c=a+bf+kf^2\), its integral exceeds its midpoint value by \(k/3-k/4=k/12\). Thus \(E(0)-E(1)=-\varepsilon_c(1/2)-k/12\), which meets the bound with \(M=2|k|\).

## The Lean development

`energy_response` performs the projection algebra; its final `linear_combination` combines the Kohn-Sham equation, normalisation and symmetry. `hasDerivAt_energy` supplies the chain rule, and `continuousOn_energy_eigenvalue` the continuity that `core_removal_energy` needs for the fundamental theorem of calculus. `midpoint_le_integral` is the convexity argument, which `slater_transition_state` applies to \(\varepsilon_c\) and \(-\varepsilon_c\). `transition_state_quadratic` integrates the polynomial explicitly.

```lean
import Mathlib

open Matrix Set

namespace SlaterTransitionState

noncomputable section

variable {X ι : Type*} [Fintype X] [Fintype ι] [DecidableEq ι]

/-- Occupation numbers: the core orbital `c` holds `f` electrons, the others hold `occ i`. -/
def occupation (occ : ι → ℝ) (c : ι) (f : ℝ) (i : ι) : ℝ := if i = c then f else occ i

/-- Electron density on the grid. -/
def density (n : ι → ℝ) (φ : ι → X → ℝ) (x : X) : ℝ := ∑ i, n i * φ i x ^ 2

/-- Total energy at core occupation `f`: one-body energy plus a functional of the density. -/
def energy (T : Matrix X X ℝ) (F : (X → ℝ) → ℝ) (occ : ι → ℝ) (c : ι)
    (φ : ℝ → ι → X → ℝ) (f : ℝ) : ℝ :=
  ∑ i, occupation occ c f i * (φ f i ⬝ᵥ T *ᵥ φ f i) + F (density (occupation occ c f) (φ f))

/-- The potential `v` is the continuous gradient of the density functional `F`. -/
def IsPotential (F : (X → ℝ) → ℝ) (v : (X → ℝ) → X → ℝ) : Prop :=
  Continuous v ∧ ∀ ρ, HasFDerivAt F
    (∑ x, v ρ x • (ContinuousLinearMap.proj x : (X → ℝ) →L[ℝ] ℝ)) ρ

/-- Normalised orbitals that solve the self-consistent Kohn-Sham equations at every core
occupation in `[0,1]` and vary continuously there, differentiably in the interior. -/
structure IsKohnShamPath (T : Matrix X X ℝ) (v : (X → ℝ) → X → ℝ) (occ : ι → ℝ) (c : ι)
    (φ : ℝ → ι → X → ℝ) (ε : ℝ → ι → ℝ) : Prop where
  cont : ∀ i x, ContinuousOn (fun f => φ f i x) (Icc 0 1)
  diff : ∀ i x, ∀ f ∈ Ioo (0 : ℝ) 1, DifferentiableAt ℝ (fun t => φ t i x) f
  normalized : ∀ f ∈ Icc (0 : ℝ) 1, ∀ i, φ f i ⬝ᵥ φ f i = 1
  kohnSham : ∀ f ∈ Icc (0 : ℝ) 1, ∀ i x, (T *ᵥ φ f i) x
    + v (density (occupation occ c f) (φ f)) x * φ f i x = ε f i * φ f i x

omit [DecidableEq ι] in
/-- For normalised Kohn-Sham orbitals with norm-conserving responses `δ`, the first-order energy
change is the sum of occupation changes times eigenvalues. -/
theorem energy_response {T : Matrix X X ℝ} (hT : T.IsSymm) (u : X → ℝ) (n n' e : ι → ℝ)
    (φ δ : ι → X → ℝ) (hks : ∀ i x, (T *ᵥ φ i) x + u x * φ i x = e i * φ i x)
    (hn : ∀ i, φ i ⬝ᵥ φ i = 1) (ho : ∀ i, δ i ⬝ᵥ φ i = 0) :
    ∑ i, (n' i * (φ i ⬝ᵥ T *ᵥ φ i) + n i * (δ i ⬝ᵥ T *ᵥ φ i + φ i ⬝ᵥ T *ᵥ δ i))
      + ∑ x, u x * ∑ i, (n' i * φ i x ^ 2 + n i * (2 * φ i x * δ i x)) = ∑ i, n' i * e i := by
  -- the Kohn-Sham equation projected on an arbitrary function
  have hp : ∀ i (w : X → ℝ), w ⬝ᵥ T *ᵥ φ i + ∑ x, u x * (w x * φ i x) = e i * (w ⬝ᵥ φ i) := by
    intro i w
    simp only [dotProduct, Finset.mul_sum, ← Finset.sum_add_distrib]
    refine Finset.sum_congr rfl fun x _ => ?_
    linear_combination w x * hks i x
  have hs : ∀ i, φ i ⬝ᵥ T *ᵥ δ i = δ i ⬝ᵥ T *ᵥ φ i := by
    intro i
    rw [Matrix.dotProduct_mulVec, ← Matrix.mulVec_transpose, hT.eq, dotProduct_comm]
  have hx : ∑ x, u x * ∑ i, (n' i * φ i x ^ 2 + n i * (2 * φ i x * δ i x))
      = ∑ i, (n' i * ∑ x, u x * (φ i x * φ i x) + 2 * n i * ∑ x, u x * (δ i x * φ i x)) := by
    simp only [Finset.mul_sum, ← Finset.sum_add_distrib]
    rw [Finset.sum_comm]
    exact Finset.sum_congr rfl fun i _ => Finset.sum_congr rfl fun x _ => by ring
  rw [hx, ← Finset.sum_add_distrib]
  refine Finset.sum_congr rfl fun i _ => ?_
  linear_combination n' i * hp i (φ i) + 2 * n i * hp i (δ i) + n' i * e i * hn i
    + 2 * n i * e i * ho i + n i * hs i

variable {T : Matrix X X ℝ} {F : (X → ℝ) → ℝ} {v : (X → ℝ) → X → ℝ} {occ : ι → ℝ} {c : ι}
  {φ : ℝ → ι → X → ℝ} {ε : ℝ → ι → ℝ}

/-- At fractional core occupation the derivative of the total energy with respect to that
occupation is the core eigenvalue. -/
theorem hasDerivAt_energy (hT : T.IsSymm) (hv : IsPotential F v)
    (h : IsKohnShamPath T v occ c φ ε) {f : ℝ} (hf : f ∈ Ioo (0 : ℝ) 1) :
    HasDerivAt (energy T F occ c φ) (ε f c) f := by
  have hfc := Ioo_subset_Icc_self hf
  let δ : ι → X → ℝ := fun i x => deriv (fun t => φ t i x) f
  let n' : ι → ℝ := fun i => if i = c then 1 else 0
  have hd : ∀ i x, HasDerivAt (fun t => φ t i x) (δ i x) f := fun i x =>
    (h.diff i x f hf).hasDerivAt
  -- normalisation makes each response orthogonal to its orbital
  have ho : ∀ i, δ i ⬝ᵥ φ f i = 0 := by
    intro i
    have h1 : HasDerivAt (fun t => φ t i ⬝ᵥ φ t i)
        (∑ x, (δ i x * φ f i x + φ f i x * δ i x)) f := by
      simp only [dotProduct]
      exact HasDerivAt.fun_sum fun x _ => (hd i x).fun_mul (hd i x)
    have h2 : HasDerivAt (fun t => φ t i ⬝ᵥ φ t i) 0 f := by
      refine (hasDerivAt_const f (1 : ℝ)).congr_of_eventuallyEq ?_
      filter_upwards [Ioo_mem_nhds hf.1 hf.2] with t ht
      exact h.normalized t (Ioo_subset_Icc_self ht) i
    have h3 : ∑ x, (δ i x * φ f i x + φ f i x * δ i x) = 2 * (δ i ⬝ᵥ φ f i) := by
      simp only [dotProduct, Finset.mul_sum]
      exact Finset.sum_congr rfl fun x _ => by ring
    linarith [h1.unique h2]
  have hn : ∀ i, HasDerivAt (fun t => occupation occ c t i) (n' i) f := by
    intro i
    by_cases hi : i = c
    · simp only [occupation, n', if_pos hi]
      exact hasDerivAt_id' f
    · simp only [occupation, n', if_neg hi]
      exact hasDerivAt_const f _
  have hq : ∀ i, HasDerivAt (fun t => φ t i ⬝ᵥ T *ᵥ φ t i)
      (δ i ⬝ᵥ T *ᵥ φ f i + φ f i ⬝ᵥ T *ᵥ δ i) f := by
    intro i
    have hm : ∀ x, HasDerivAt (fun t => (T *ᵥ φ t i) x) ((T *ᵥ δ i) x) f := by
      intro x
      simp only [mulVec, dotProduct]
      exact HasDerivAt.fun_sum fun y _ => (hd i y).const_mul (T x y)
    simp only [dotProduct, ← Finset.sum_add_distrib]
    exact HasDerivAt.fun_sum fun x _ => (hd i x).fun_mul (hm x)
  have hρ : HasDerivAt (fun t => density (occupation occ c t) (φ t)) (fun x => ∑ i,
      (n' i * φ f i x ^ 2 + occupation occ c f i * (2 * φ f i x * δ i x))) f := by
    refine hasDerivAt_pi.2 fun x => ?_
    simp only [density, pow_two]
    exact HasDerivAt.fun_sum fun i _ =>
      ((hn i).fun_mul ((hd i x).fun_mul (hd i x))).congr_deriv (by ring)
  have hF := (hv.2 (density (occupation occ c f) (φ f))).comp_hasDerivAt f hρ
  have hK : HasDerivAt (fun t => ∑ i, occupation occ c t i * (φ t i ⬝ᵥ T *ᵥ φ t i))
      (∑ i, (n' i * (φ f i ⬝ᵥ T *ᵥ φ f i) + occupation occ c f i *
        (δ i ⬝ᵥ T *ᵥ φ f i + φ f i ⬝ᵥ T *ᵥ δ i))) f :=
    HasDerivAt.fun_sum fun i _ => (hn i).fun_mul (hq i)
  refine (hK.fun_add hF).congr_deriv ?_
  have hr := energy_response hT _ (occupation occ c f) n' (ε f) (φ f) δ
    (h.kohnSham f hfc) (h.normalized f hfc) ho
  have hc : ∑ i, n' i * ε f i = ε f c := by simp [n']
  rw [← hc, ← hr]
  simp [_root_.sum_apply]

/-- The total energy and the core eigenvalue are continuous in the core occupation on `[0,1]`. -/
theorem continuousOn_energy_eigenvalue (hv : IsPotential F v)
    (h : IsKohnShamPath T v occ c φ ε) :
    ContinuousOn (energy T F occ c φ) (Icc 0 1) ∧ ContinuousOn (fun f => ε f c) (Icc 0 1) := by
  have hn : ∀ i, Continuous (fun t => occupation occ c t i) := by
    intro i
    by_cases hi : i = c
    · simp only [occupation, if_pos hi]
      exact continuous_id
    · simp only [occupation, if_neg hi]
      exact continuous_const
  have hρ : ContinuousOn (fun t => density (occupation occ c t) (φ t)) (Icc 0 1) :=
    continuousOn_pi.2 fun x => continuousOn_finsetSum _ fun i _ =>
      (hn i).continuousOn.mul ((h.cont i x).pow 2)
  have hm : ∀ i x, ContinuousOn (fun t => (T *ᵥ φ t i) x) (Icc 0 1) := fun i x =>
    continuousOn_finsetSum _ fun y _ => continuousOn_const.mul (h.cont i y)
  have hF : Continuous F := continuous_iff_continuousAt.2 fun ρ => (hv.2 ρ).continuousAt
  constructor
  · exact (continuousOn_finsetSum _ fun i _ => (hn i).continuousOn.mul
      (continuousOn_finsetSum _ fun x _ => (h.cont i x).mul (hm i x))).add
        (hF.comp_continuousOn hρ)
  · -- the eigenvalue is the expectation value of the Kohn-Sham operator
    have hw := continuousOn_pi.1 (hv.1.comp_continuousOn hρ)
    have hs : ContinuousOn (fun t => ∑ x, φ t c x * ((T *ᵥ φ t c) x
        + v (density (occupation occ c t) (φ t)) x * φ t c x)) (Icc 0 1) :=
      continuousOn_finsetSum _ fun x _ =>
        (h.cont c x).mul ((hm c x).add ((hw x).mul (h.cont c x)))
    refine hs.congr fun t ht => ?_
    have h1 : ε t c * (φ t c ⬝ᵥ φ t c) = ε t c := by rw [h.normalized t ht c, mul_one]
    simp only [h.kohnSham t ht c]
    rw [← h1]
    simp only [dotProduct, Finset.mul_sum]
    refine Finset.sum_congr rfl fun x _ => ?_
    have h2 : ∑ y, φ t c y * φ t c y = 1 := h.normalized t ht c
    simp only [← Finset.mul_sum, h2]
    ring

/-- The energy to remove one core electron is minus the integral of the core eigenvalue over the
core occupation. -/
theorem core_removal_energy (hT : T.IsSymm) (hv : IsPotential F v)
    (h : IsKohnShamPath T v occ c φ ε) :
    energy T F occ c φ 0 - energy T F occ c φ 1 = -∫ f in (0 : ℝ)..1, ε f c := by
  obtain ⟨hE, he⟩ := continuousOn_energy_eigenvalue hv h
  rw [intervalIntegral.integral_eq_sub_of_hasDerivAt_of_le zero_le_one hE
    (fun f hf => hasDerivAt_energy hT hv h hf)
    (ContinuousOn.intervalIntegrable_of_Icc zero_le_one he)]
  ring

/-- If the second derivative of `g` is at least `-M`, the mean of `g` over `[0,1]` is at least its
midpoint value minus `M/24`. -/
theorem midpoint_le_integral {g g' g'' : ℝ → ℝ} {M : ℝ} (hg : ContinuousOn g (Icc 0 1))
    (h1 : ∀ s ∈ Ioo (0 : ℝ) 1, HasDerivAt g (g' s) s)
    (h2 : ∀ s ∈ Ioo (0 : ℝ) 1, HasDerivAt g' (g'' s) s)
    (hM : ∀ s ∈ Ioo (0 : ℝ) 1, -M ≤ g'' s) :
    g (1 / 2) - M / 24 ≤ ∫ s in (0 : ℝ)..1, g s := by
  -- adding a parabola makes the function convex
  have hc : ConvexOn ℝ (Icc (0 : ℝ) 1) (fun s => g s + M / 2 * (s * s)) := by
    refine convexOn_of_hasDerivWithinAt2_nonneg (f' := fun s => g' s + M * s)
      (f'' := fun s => g'' s + M) (convex_Icc 0 1) (hg.add (by fun_prop)) ?_ ?_ ?_ <;>
      intro s hs <;> rw [interior_Icc] at hs
    · exact ((h1 s hs).fun_add (((hasDerivAt_id' s).fun_mul (hasDerivAt_id' s)).const_mul
        (M / 2))).congr_deriv (by ring) |>.hasDerivWithinAt
    · exact ((h2 s hs).fun_add ((hasDerivAt_id' s).const_mul M)).congr_deriv
        (by ring) |>.hasDerivWithinAt
    · linarith [hM s hs]
  have hr : ∀ s ∈ Icc (0 : ℝ) 1, 1 - s ∈ Icc (0 : ℝ) 1 := fun s hs =>
    ⟨by linarith [hs.2], by linarith [hs.1]⟩
  have hp : ∀ s ∈ Icc (0 : ℝ) 1,
      g (1 / 2) - M / 2 * (s - 1 / 2) ^ 2 ≤ (g s + g (1 - s)) / 2 := by
    intro s hs
    have h := hc.2 hs (hr s hs) (by norm_num : (0 : ℝ) ≤ 1 / 2)
      (by norm_num : (0 : ℝ) ≤ 1 / 2) (by norm_num)
    simp only [smul_eq_mul] at h
    rw [show (1 / 2 : ℝ) * s + 1 / 2 * (1 - s) = 1 / 2 by ring] at h
    nlinarith [h]
  have hg' : ContinuousOn (fun s => g (1 - s)) (Icc 0 1) := hg.comp (by fun_prop) hr
  have e1 : ∫ s in (0 : ℝ)..1, (g s + g (1 - s)) / 2 = ∫ s in (0 : ℝ)..1, g s := by
    rw [intervalIntegral.integral_div, intervalIntegral.integral_add
      (ContinuousOn.intervalIntegrable_of_Icc zero_le_one hg)
      (ContinuousOn.intervalIntegrable_of_Icc zero_le_one hg'),
      intervalIntegral.integral_comp_sub_left g]
    simp only [sub_self, sub_zero]
    ring
  have hd : ∀ s ∈ uIcc (0 : ℝ) 1, HasDerivAt (fun s => g (1 / 2) * s
      - M / 6 * ((s - 1 / 2) * (s - 1 / 2) * (s - 1 / 2)))
      (g (1 / 2) - M / 2 * (s - 1 / 2) ^ 2) s := fun s _ => by
    have h := (hasDerivAt_id' s).sub_const (1 / 2 : ℝ)
    exact (((hasDerivAt_id' s).const_mul (g (1 / 2))).fun_sub
      (((h.fun_mul h).fun_mul h).const_mul (M / 6))).congr_deriv (by ring)
  have hi : IntervalIntegrable (fun s : ℝ => g (1 / 2) - M / 2 * (s - 1 / 2) ^ 2)
      MeasureTheory.volume 0 1 := Continuous.intervalIntegrable (by fun_prop) _ _
  have e2 := intervalIntegral.integral_eq_sub_of_hasDerivAt hd hi
  have hm := intervalIntegral.integral_mono_on zero_le_one hi
    (ContinuousOn.intervalIntegrable_of_Icc zero_le_one ((hg.add hg').div_const 2)) hp
  have e3 : ∫ s in (0 : ℝ)..1, (g (1 / 2) - M / 2 * (s - 1 / 2) ^ 2) = g (1 / 2) - M / 24 := by
    rw [e2]
    ring
  rw [← e3, ← e1]
  exact hm

/-- Slater's transition state: the core removal energy differs from minus the core eigenvalue at
half occupation by at most `M/24`, where `M` bounds the curvature of the eigenvalue. -/
theorem slater_transition_state (hT : T.IsSymm) (hv : IsPotential F v)
    (h : IsKohnShamPath T v occ c φ ε) {e' e'' : ℝ → ℝ} {M : ℝ}
    (h1 : ∀ s ∈ Ioo (0 : ℝ) 1, HasDerivAt (fun f => ε f c) (e' s) s)
    (h2 : ∀ s ∈ Ioo (0 : ℝ) 1, HasDerivAt e' (e'' s) s)
    (hM : ∀ s ∈ Ioo (0 : ℝ) 1, |e'' s| ≤ M) :
    |(energy T F occ c φ 0 - energy T F occ c φ 1) - (-ε (1 / 2) c)| ≤ M / 24 := by
  have he := (continuousOn_energy_eigenvalue hv h).2
  have lo := midpoint_le_integral he h1 h2 fun s hs => (abs_le.1 (hM s hs)).1
  have up := midpoint_le_integral (g := fun s => -ε s c) (g' := fun s => -e' s)
    (g'' := fun s => -e'' s) (M := M) he.neg (fun s hs => (h1 s hs).fun_neg)
    (fun s hs => (h2 s hs).fun_neg) fun s hs => neg_le_neg (abs_le.1 (hM s hs)).2
  rw [intervalIntegral.integral_neg] at up
  rw [core_removal_energy hT hv h, abs_le]
  constructor <;> linarith

/-- If the core eigenvalue is a quadratic function of the occupation with leading coefficient `k`,
the core removal energy is minus the half-occupation eigenvalue minus `k/12`. -/
theorem transition_state_quadratic (hT : T.IsSymm) (hv : IsPotential F v)
    (h : IsKohnShamPath T v occ c φ ε) {a b k : ℝ}
    (hq : ∀ f ∈ Icc (0 : ℝ) 1, ε f c = a + b * f + k * f ^ 2) :
    energy T F occ c φ 0 - energy T F occ c φ 1 = -ε (1 / 2) c - k / 12 := by
  have hd : ∀ s ∈ uIcc (0 : ℝ) 1, HasDerivAt
      (fun s => a * s + b / 2 * (s * s) + k / 3 * (s * s * s)) (ε s c) s := by
    intro s hs
    rw [uIcc_of_le zero_le_one] at hs
    have i := hasDerivAt_id' s
    exact (((i.const_mul a).fun_add ((i.fun_mul i).const_mul (b / 2))).fun_add
      (((i.fun_mul i).fun_mul i).const_mul (k / 3))).congr_deriv (by rw [hq s hs]; ring)
  rw [core_removal_energy hT hv h, intervalIntegral.integral_eq_sub_of_hasDerivAt hd
    (ContinuousOn.intervalIntegrable_of_Icc zero_le_one (continuousOn_energy_eigenvalue hv h).2),
    hq (1 / 2) ⟨by norm_num, by norm_num⟩]
  ring

/-- Even and odd orbitals of a two-site dimer, with site amplitudes `r, r` and `r, -r`. -/
def dimerOrbital (r : ℝ) : Fin 2 → Fin 2 → ℝ := ![![r, r], ![r, -r]]

/-- A dimer with hopping `t` and Hartree energy `U / 2 * ρ ^ 2` on each site, with `q` electrons in
the odd orbital, meets the hypotheses; its eigenvalues shift linearly with the occupation `f`. -/
theorem dimer_witness (t U q : ℝ) :
    (!![0, -t; -t, 0] : Matrix (Fin 2) (Fin 2) ℝ).IsSymm ∧
    IsPotential (fun ρ : Fin 2 → ℝ => U / 2 * (ρ 0 * ρ 0 + ρ 1 * ρ 1)) (fun ρ x => U * ρ x) ∧
    IsKohnShamPath !![0, -t; -t, 0] (fun ρ x => U * ρ x) (fun _ : Fin 2 => q) 0
      (fun _ => dimerOrbital √(1 / 2)) (fun f i => ![-t, t] i + U * (f + q) / 2) := by
  have hr : √(1 / 2 : ℝ) * √(1 / 2 : ℝ) = 1 / 2 := Real.mul_self_sqrt (by norm_num)
  generalize √(1 / 2 : ℝ) = r at hr ⊢
  refine ⟨Matrix.IsSymm.ext fun i j => by fin_cases i <;> fin_cases j <;> rfl,
    ⟨by fun_prop, fun ρ => ?_⟩, ⟨fun _ _ => continuousOn_const,
    fun _ _ _ _ => differentiableAt_const _, fun f _ i => ?_, fun f _ i x => ?_⟩⟩
  · have h : ∀ x : Fin 2, HasFDerivAt (fun ρ : Fin 2 → ℝ => ρ x)
        (ContinuousLinearMap.proj x : (Fin 2 → ℝ) →L[ℝ] ℝ) ρ := fun x =>
      (ContinuousLinearMap.proj x : (Fin 2 → ℝ) →L[ℝ] ℝ).hasFDerivAt
    refine ((((h 0).mul (h 0)).add ((h 1).mul (h 1))).const_mul (U / 2)).congr_fderiv ?_
    refine ContinuousLinearMap.ext fun d => ?_
    simp [Fin.sum_univ_two]
    ring
  · fin_cases i <;> simp [dimerOrbital, dotProduct, Fin.sum_univ_two] <;> linarith
  · fin_cases i <;> fin_cases x <;>
      simp [density, occupation, dimerOrbital, mulVec, dotProduct, Fin.sum_univ_two] <;>
      first
        | linear_combination U * (f + q) * r * hr
        | linear_combination -(U * (f + q) * r) * hr

end

end SlaterTransitionState
```

```lean
#print axioms SlaterTransitionState.slater_transition_state
-- 'SlaterTransitionState.slater_transition_state' depends on axioms: [propext, Classical.choice, Quot.sound]
#print axioms SlaterTransitionState.transition_state_quadratic
-- 'SlaterTransitionState.transition_state_quadratic' depends on axioms: [propext, Classical.choice, Quot.sound]
```

## A dimer, and the limits of the model

`dimer_witness` gives a two-site example with hopping \(t\), the Hartree energy \(F(\rho)=\tfrac U2\sum_x\rho(x)^2\), which includes self-interaction, and \(q\) electrons in the odd orbital. The even orbital plays the core role, with amplitudes \(1/\sqrt2\) and

\[
\varepsilon_c(f)=-t+\frac{U(f+q)}2 .
\]

This is linear in \(f\), so the half-occupation estimate is exact: \(E(0)-E(1)=t-U(2q+1)/4\).

For other systems, the existence of a smooth path is a hypothesis. A calculation that jumps between self-consistent solutions as \(f\) changes does not satisfy it. The curvature bound \(M\) must also be supplied; one half-occupation run does not determine it.

The equations are those of an ordinary eigenvalue problem with a local, density-dependent potential. Overlap matrices, complex orbitals and orbital-dependent functionals are not treated, nor are incomplete self-consistency and the accuracy of \(F\) for a real material. Because the other occupations stay fixed, the result describes removal of the core electron, not its promotion to a valence orbital.
